# The root factor of a tall-skinny QR tree has the Gram matrix of the full block

Suppose the rows of a block $X$ are spread over several processes, and an invertible factor $R$ is assembled from local QR factorizations. The columns of $XR^{-1}$ are then meant to be orthonormal. If $R^\dagger R$ differed from $X^\dagger X$, they would not be, since
$$(XR^{-1})^\dagger (XR^{-1}) = R^{-\dagger}\,(X^\dagger X)\,R^{-1}.$$
A Rayleigh–Ritz step that took these columns for an orthonormal basis would leave out an overlap matrix, and its Ritz values would in general be wrong.

For a reduction on a binary tree this does not happen, provided that every local factorization is free of rounding error and every local $Q$ has orthonormal columns. The root factor then satisfies
$$R^\dagger R=\sum_i A_i^\dagger A_i = X^\dagger X,$$
where the $A_i$ are the row slabs held by the leaves. In electronic structure this applies to orthonormalizing a finite set of orbital coefficient vectors in an orthonormal basis; a non-orthogonal basis, ultrasoft pseudopotentials or the projector augmented-wave method would bring in an overlap metric that is absent here.

```lean
import Mathlib

open Matrix

namespace TallSkinnyQR

universe u
```

## Trees, blocks and local factorizations

Let the block have $n$ columns. A tree is either a leaf that carries an $m\times n$ matrix or a node that joins two trees with $p$ and $q$ rows into one with $p+q$ rows. The shape is arbitrary, and the leaves may differ in height.

```lean
/-- A binary reduction tree for a block with `n` columns; the last index is the total number
of rows held by its leaves. -/
inductive RowTree (𝕜 : Type u) (n : ℕ) : ℕ → Type u
  | leaf {m : ℕ} (A : Matrix (Fin m) (Fin n) 𝕜) : RowTree 𝕜 n m
  | node {p q : ℕ} (l : RowTree 𝕜 n p) (r : RowTree 𝕜 n q) : RowTree 𝕜 n (p + q)
```

The scalar type `𝕜` is $\mathbb R$ or $\mathbb C$, through `RCLike`; over $\mathbb R$ the dagger, written `ᴴ` in Lean, is the transpose. Two matrices with $n$ columns are stacked by placing the rows of $A$ above those of $B$:
$$\begin{bmatrix}A\\B\end{bmatrix}.$$

```lean
variable {𝕜 : Type u} [RCLike 𝕜] {n m p q : ℕ}

/-- The matrix `[A; B]` with the rows of `A` above the rows of `B`. -/
def stack (A : Matrix (Fin p) (Fin n) 𝕜) (B : Matrix (Fin q) (Fin n) 𝕜) :
    Matrix (Fin (p + q)) (Fin n) 𝕜 :=
  Matrix.of fun i j => Fin.append (fun a => A a j) (fun b => B b j) i
```

The full block $X$ is obtained by stacking all leaves from left to right.

```lean
/-- The full block: all leaves of the tree stacked from left to right. -/
def RowTree.block : {m : ℕ} → RowTree 𝕜 n m → Matrix (Fin m) (Fin n) 𝕜
  | _, .leaf A => A
  | _, .node l r => stack l.block r.block
```

The sum $\sum_i A_i^\dagger A_i$ follows the same recursion, with addition in place of stacking.

```lean
/-- The sum of the Gram matrices `Aᴴ A` over the leaves of the tree. -/
def RowTree.leafGram : {m : ℕ} → RowTree 𝕜 n m → Matrix (Fin n) (Fin n) 𝕜
  | _, .leaf A => Aᴴ * A
  | _, .node l r => l.leafGram + r.leafGram
```

The algorithm is described by local equations only. A leaf satisfies $A=QR$. A node with child factors $R_\ell$ and $R_r$ satisfies
$$\begin{bmatrix}R_\ell\\R_r\end{bmatrix}=QR .$$
In both cases $Q^\dagger Q=1$.

```lean
/-- `Reduces t R`: factoring every leaf as `A = Q R` and every stacked pair of child factors as
`[R_left; R_right] = Q R`, each `Q` with orthonormal columns, can leave `R` at the root. -/
inductive Reduces : {m : ℕ} → RowTree 𝕜 n m → Matrix (Fin n) (Fin n) 𝕜 → Prop
  | leaf {m : ℕ} {A : Matrix (Fin m) (Fin n) 𝕜} {R : Matrix (Fin n) (Fin n) 𝕜}
      (Q : Matrix (Fin m) (Fin n) 𝕜) (hQ : Qᴴ * Q = 1) (hA : A = Q * R) :
      Reduces (.leaf A) R
  | node {p q : ℕ} {l : RowTree 𝕜 n p} {r : RowTree 𝕜 n q}
      {Rl Rr R : Matrix (Fin n) (Fin n) 𝕜} (Q : Matrix (Fin (n + n)) (Fin n) 𝕜)
      (hl : Reduces l Rl) (hr : Reduces r Rr) (hQ : Qᴴ * Q = 1)
      (hS : stack Rl Rr = Q * R) : Reduces (.node l r) R
```

`Reduces t R` says that such factorizations exist throughout the tree `t` and leave `R` at the root. Nothing in it refers to the full block. The factors need not be triangular or invertible, so linearly dependent columns are allowed. An $m\times n$ matrix $Q$ with $Q^\dagger Q=1$ exists only for $m\ge n$, so every leaf of a reducible tree has at least $n$ rows. The theorems below take a reduction as given; they do not construct one for every tree.

Triangularity enters only when root factors are compared. The convention is $R_{ij}=0$ for $j<i$, with every $R_{ii}$ real and positive.

```lean
/-- An upper triangular matrix whose diagonal entries are real and positive. -/
def IsPositiveTriangular (R : Matrix (Fin n) (Fin n) 𝕜) : Prop :=
  (∀ i j, j < i → R i j = 0) ∧ ∀ i, ∃ d : ℝ, 0 < d ∧ R i i = (d : 𝕜)
```

## Gram matrices add under stacking

Splitting the sum over rows gives
$$\sum_{a}\overline{A_{ai}}A_{aj}+\sum_{b}\overline{B_{bi}}B_{bj},$$
so the Gram matrix of the stack is $A^\dagger A+B^\dagger B$.

```lean
/-- The Gram matrix of two stacked blocks is the sum of their Gram matrices. -/
theorem stack_gram (A : Matrix (Fin p) (Fin n) 𝕜) (B : Matrix (Fin q) (Fin n) 𝕜) :
    (stack A B)ᴴ * stack A B = Aᴴ * A + Bᴴ * B := by
  ext i j
  simp [stack, Matrix.mul_apply, Fin.sum_univ_add]
```

`Fin.sum_univ_add` performs this split. Multiplication from the right acts on each row separately, hence
$$\begin{bmatrix}A\\B\end{bmatrix}R=\begin{bmatrix}AR\\BR\end{bmatrix}.$$

```lean
/-- Multiplying a stacked block from the right multiplies each part. -/
theorem stack_mul (A : Matrix (Fin p) (Fin n) 𝕜) (B : Matrix (Fin q) (Fin n) 𝕜)
    (R : Matrix (Fin n) (Fin n) 𝕜) : stack A B * R = stack (A * R) (B * R) := by
  ext i j
  refine Fin.addCases (fun a => ?_) (fun b => ?_) i <;> simp [stack, Matrix.mul_apply]
```

Here `Fin.addCases` treats upper and lower rows in turn. A factor with orthonormal columns disappears from a Gram matrix:
$$(QR)^\dagger(QR)=R^\dagger(Q^\dagger Q)R=R^\dagger R.$$

```lean
/-- A factor `Q` with orthonormal columns drops out of the Gram matrix of `Q R`. -/
theorem gram_of_orthonormal {Q : Matrix (Fin m) (Fin n) 𝕜} (hQ : Qᴴ * Q = 1)
    (R : Matrix (Fin n) (Fin n) 𝕜) : (Q * R)ᴴ * (Q * R) = Rᴴ * R := by
  rw [Matrix.conjTranspose_mul, Matrix.mul_assoc, ← Matrix.mul_assoc Qᴴ, hQ, Matrix.one_mul]
```

## The local factors combine into a global one

At a leaf, the local $Q$ is already the required factor. At a node, suppose that the child blocks satisfy $X_\ell=Q_\ell R_\ell$ and $X_r=Q_rR_r$, where $Q_\ell$ and $Q_r$ have orthonormal columns. Cut the node's $2n\times n$ factor into two square parts, $T$ above and $B$ below. The node equation then reads $R_\ell=TR$ and $R_r=BR$, so
$$X=\begin{bmatrix}Q_\ell R_\ell\\Q_rR_r\end{bmatrix}
=\begin{bmatrix}Q_\ell T\\Q_rB\end{bmatrix}R .$$
The new left factor has orthonormal columns, because
$$T^\dagger Q_\ell^\dagger Q_\ell T+B^\dagger Q_r^\dagger Q_rB=T^\dagger T+B^\dagger B=Q^\dagger Q=1 .$$

```lean
/-- The root factor of any reduction tree is a factor of the full block:
`block = Q R` for some `Q` with orthonormal columns. -/
theorem exists_global_factor {t : RowTree 𝕜 n m} {R : Matrix (Fin n) (Fin n) 𝕜}
    (h : Reduces t R) : ∃ Q : Matrix (Fin m) (Fin n) 𝕜, Qᴴ * Q = 1 ∧ t.block = Q * R := by
  induction h with
  | leaf Q hQ hA => exact ⟨Q, hQ, hA⟩
  | @node p q l r Rl Rr R Q _ _ hQ hS ihl ihr =>
    obtain ⟨Ql, hQl, hl⟩ := ihl
    obtain ⟨Qr, hQr, hr⟩ := ihr
    -- cut the node's Q into the parts that act on the left and right child
    obtain ⟨T, B, rfl⟩ : ∃ T B : Matrix (Fin n) (Fin n) 𝕜, Q = stack T B := by
      refine ⟨Matrix.of fun i j => Q (Fin.castAdd n i) j,
        Matrix.of fun i j => Q (Fin.natAdd n i) j, ?_⟩
      ext i j
      refine Fin.addCases (fun a => ?_) (fun b => ?_) i <;>
        simp only [stack, Matrix.of_apply, Fin.append_left, Fin.append_right]
    rw [stack_mul] at hS
    have h1 : Rl = T * R := by
      ext i j
      have h := congrFun (congrFun hS (Fin.castAdd n i)) j
      simpa only [stack, Matrix.of_apply, Fin.append_left] using h
    have h2 : Rr = B * R := by
      ext i j
      have h := congrFun (congrFun hS (Fin.natAdd n i)) j
      simpa only [stack, Matrix.of_apply, Fin.append_right] using h
    refine ⟨stack (Ql * T) (Qr * B), ?_, ?_⟩
    · rw [stack_gram, gram_of_orthonormal hQl, gram_of_orthonormal hQr, ← stack_gram, hQ]
    · change stack l.block r.block = _
      rw [hl, hr, stack_mul, Matrix.mul_assoc, Matrix.mul_assoc, ← h1, ← h2]
```

In the code, `h1` and `h2` are the two halves of the node equation. The final two bullets are the orthonormality computation and the factorization of $X$, in that order.

The proof is by induction on `Reduces` itself, not merely on the tree. A proof of `Reduces t R` records how the root factor arose, so `induction h` supplies at each node the local $Q$, its orthonormality, the stacked equation and a global factor for each child. The row count is an index of the type and may change from one level to the next: the global $Q$ factors of the children have $p$ and $q$ rows, and the new one has $p+q$, exactly the type that `stack` returns. No conversion between row types is needed.

## The Gram matrix at the root

Repeated use of the addition rule gives $X^\dagger X=\sum_iA_i^\dagger A_i$, whether or not anything has been factored.

```lean
/-- The Gram matrix of the full block is the sum of the Gram matrices of the leaves. -/
theorem block_gram (t : RowTree 𝕜 n m) : t.blockᴴ * t.block = t.leafGram := by
  induction t with
  | leaf A => rfl
  | node l r ihl ihr =>
    change (stack l.block r.block)ᴴ * stack l.block r.block = l.leafGram + r.leafGram
    rw [stack_gram, ihl, ihr]
```

With the global factorization $X=QR$, the orthonormal factor drops out and $X^\dagger X=R^\dagger R$. Combining the two equations gives the result.

```lean
/-- If exact local factorizations with orthonormal `Q` leave `R` at the root of a tree, then
`Rᴴ R = ∑ Aᵢᴴ Aᵢ` over the leaves, and this is the Gram matrix of the full block. -/
theorem root_gram {t : RowTree 𝕜 n m} {R : Matrix (Fin n) (Fin n) 𝕜} (h : Reduces t R) :
    Rᴴ * R = t.leafGram ∧ Rᴴ * R = t.blockᴴ * t.block := by
  obtain ⟨Q, hQ, hb⟩ := exists_global_factor h
  have hg : Rᴴ * R = t.blockᴴ * t.block := by rw [hb, gram_of_orthonormal hQ]
  exact ⟨hg.trans (block_gram t), hg⟩
```

The two halves of the conclusion are the sum over leaves and the Gram matrix of the full block.

## Different trees, the same triangular factor

A Gram matrix alone does not determine its factor. It does so among upper triangular matrices with positive diagonal. Let $R^\dagger R=S^\dagger S$ for two such matrices, and suppose that their rows above row $i$ agree. In
$$\sum_a\overline{R_{ai}}R_{aj}=\sum_a\overline{S_{ai}}S_{aj}$$
the terms with $a<i$ agree by assumption, and those with $a>i$ vanish by triangularity. What remains is
$$\overline{R_{ii}}R_{ij}=\overline{S_{ii}}S_{ij}.$$
Write $R_{ii}=d$ and $S_{ii}=e$. Setting $j=i$ gives $d^2=e^2$, hence $d=e$ by positivity. Dividing by $d$ gives $R_{ij}=S_{ij}$ for every $j$.

```lean
/-- Two upper triangular matrices with positive diagonals and the same Gram matrix are equal. -/
theorem triangular_unique {R S : Matrix (Fin n) (Fin n) 𝕜} (hR : IsPositiveTriangular R)
    (hS : IsPositiveTriangular S) (h : Rᴴ * R = Sᴴ * S) : R = S := by
  -- compare the factors row by row, from the top
  have rows : ∀ k : ℕ, ∀ i : Fin n, i.val = k → ∀ j, R i j = S i j := by
    intro k
    induction k using Nat.strong_induction_on with
    | _ k ih =>
      intro i hi
      have key : ∀ f g : Fin n → 𝕜, ∑ a, f a = ∑ a, g a →
          (∀ a, a ≠ i → f a = g a) → f i = g i := by
        intro f g e hfg
        have h1 : ∑ a ∈ Finset.univ.erase i, f a = ∑ a ∈ Finset.univ.erase i, g a :=
          Finset.sum_congr rfl fun a ha => hfg a (Finset.ne_of_mem_erase ha)
        have hf := Finset.add_sum_erase Finset.univ f (Finset.mem_univ i)
        have hg := Finset.add_sum_erase Finset.univ g (Finset.mem_univ i)
        linear_combination hf - hg + e - h1
      have row : ∀ j, star (R i i) * R i j = star (S i i) * S i j := by
        intro j
        refine key (fun a => star (R a i) * R a j) (fun a => star (S a i) * S a j) ?_ ?_
        · have e := congrFun (congrFun h i) j
          simpa only [Matrix.mul_apply, Matrix.conjTranspose_apply] using e
        · intro a ha
          rcases lt_or_gt_of_ne ha with hlt | hgt
          · have hak : a.val < k := hi ▸ hlt
            simp only [ih a.val hak a rfl]
          · simp only [hR.1 a i hgt, hS.1 a i hgt, star_zero, zero_mul]
      obtain ⟨d, hd, hRd⟩ := hR.2 i
      obtain ⟨e, he, hSe⟩ := hS.2 i
      simp only [hRd, hSe, RCLike.star_def, RCLike.conj_ofReal] at row
      -- the diagonal entries agree because both are positive
      have hde : d = e := by
        have h0 := row i
        rw [hRd, hSe] at h0
        have h1 : d * d = e * e := by exact_mod_cast h0
        rcases mul_eq_zero.mp (show (d - e) * (d + e) = 0 by linear_combination h1)
          with h2 | h2 <;> linarith
      intro j
      have hj := row j
      rw [← hde] at hj
      have hd0 : (d : 𝕜) ≠ 0 := by exact_mod_cast hd.ne'
      exact mul_left_cancel₀ hd0 hj
  ext i j
  exact rows i.val i rfl j
```

Strong induction on the row number provides the agreement of earlier rows. The auxiliary statement `key` removes all matching terms from two equal sums, `row` is the remaining equation, and `hde` is the equality of the diagonal entries.

A nonnegative diagonal would not suffice: the matrices
$$\begin{bmatrix}0&1\\0&0\end{bmatrix},\qquad\begin{bmatrix}0&0\\0&1\end{bmatrix}$$
are both upper triangular and have the same Gram matrix.

Now let two trees hold the same full block. Their root factors have the same Gram matrix, so they are equal if both are upper triangular with positive diagonal. The factors at inner nodes need not meet this condition.

```lean
/-- Two reduction trees over the same full block give the same root factor, if both root factors
are upper triangular with positive diagonal. -/
theorem root_independent_of_tree {t₁ t₂ : RowTree 𝕜 n m} {R₁ R₂ : Matrix (Fin n) (Fin n) 𝕜}
    (hb : t₁.block = t₂.block) (h₁ : Reduces t₁ R₁) (h₂ : Reduces t₂ R₂)
    (p₁ : IsPositiveTriangular R₁) (p₂ : IsPositiveTriangular R₂) : R₁ = R₂ :=
  triangular_unique p₁ p₂ (by rw [(root_gram h₁).2, (root_gram h₂).2, hb])
```

## A block of five rows on two leaves

Take leaves with three and two rows:
$$A_1=\begin{bmatrix}1&11\\2&7\\2&-8\end{bmatrix},\qquad
A_2=\begin{bmatrix}0&36\\4&4\end{bmatrix}.$$
Their local factors are
$$R_1=\begin{bmatrix}3&3\\0&15\end{bmatrix},\qquad
R_2=\begin{bmatrix}4&4\\0&36\end{bmatrix}.$$
The stacked pair factors as
$$\begin{bmatrix}3&3\\0&15\\4&4\\0&36\end{bmatrix}
=\begin{bmatrix}3/5&0\\0&5/13\\4/5&0\\0&12/13\end{bmatrix}
\begin{bmatrix}5&5\\0&39\end{bmatrix}.$$
Both sides of the Gram identity are
$$\begin{bmatrix}25&25\\25&1546\end{bmatrix}.$$

```lean
/-- A real block with two columns, split into leaves of three and two rows, reduces to an explicit
upper triangular root factor with positive diagonal. -/
theorem reduces_witness :
    Reduces (.node (.leaf !![1, 11; 2, 7; 2, -8]) (.leaf !![0, 36; 4, 4]))
      (!![5, 5; 0, 39] : Matrix (Fin 2) (Fin 2) ℝ) ∧
    IsPositiveTriangular (!![5, 5; 0, 39] : Matrix (Fin 2) (Fin 2) ℝ) := by
  constructor
  · refine Reduces.node (Rl := !![3, 3; 0, 15]) (Rr := !![4, 4; 0, 36])
      (stack !![3/5, 0; 0, 5/13] !![4/5, 0; 0, 12/13])
      (Reduces.leaf !![1/3, 2/3; 2/3, 1/3; 2/3, -2/3] ?_ ?_)
      (Reduces.leaf !![0, 1; 1, 0] ?_ ?_) ?_ ?_
    rotate_left 4
    · rw [stack_gram]
      ext i j
      fin_cases i <;> fin_cases j <;> norm_num [Matrix.mul_apply, Fin.sum_univ_succ]
    · rw [stack_mul]
      congr 1 <;> ext i j <;> fin_cases i <;> fin_cases j <;>
        norm_num [Matrix.mul_apply, Fin.sum_univ_succ]
    all_goals
      ext i j
      fin_cases i <;> fin_cases j <;> norm_num [Matrix.mul_apply, Fin.sum_univ_succ]
  · refine ⟨fun i j h => ?_, fun i => ?_⟩
    · fin_cases i <;> fin_cases j <;> simp at h ⊢
    · fin_cases i
      · exact ⟨5, by norm_num, by simp⟩
      · exact ⟨39, by norm_num, by simp⟩

end TallSkinnyQR
```

```lean
#print axioms TallSkinnyQR.root_gram
#print axioms TallSkinnyQR.root_independent_of_tree
```

```
'TallSkinnyQR.root_gram' depends on axioms: [propext, Classical.choice, Quot.sound]
'TallSkinnyQR.root_independent_of_tree' depends on axioms: [propext, Classical.choice, Quot.sound]
```

The proof of `reduces_witness` supplies the three $Q$ factors explicitly and verifies their orthonormality and the products entry by entry.

## The reduction in a block eigensolver

Consider a plane-wave calculation with norm-conserving pseudopotentials, in which the coefficients of 100 orbitals are distributed by rows over eight processes, each holding at least 100 rows. Each process factors its slab by Householder QR, and half of them send their triangle, 5050 numbers, to a partner. The partner stacks the two triangles and factors the resulting $200\times100$ matrix. Three such rounds leave one factor $R$.

To obtain the orthonormal orbitals, the root cuts its $Q$ into $T$ and $B$ and passes one part to each child. A child multiplies its own $Q$ by the matrix it receives, cuts the product in the same way and passes the parts on. At a leaf, the product is that process's slab of the global $Q$, the matrix built in `exists_global_factor`.

A QR routine may return diagonal entries that are negative or, for complex coefficients, not real. If $R_{ii}\ne0$, multiplying row $i$ of $R$ by the phase $\overline{R_{ii}}/|R_{ii}|$ makes this entry positive, and multiplying column $i$ of $Q$ by the conjugate phase leaves the product $QR$ unchanged. For linearly independent orbitals this brings $R$ to the positive form, in which regrouping the same rows on another tree changes it only through rounding.
